# For the uniform-density energy A V^(−2/3) − B V^(−1/3) with A, B > 0, multiplying the exchange coefficient B by c > 0 scales the equilibrium volume by c⁻³ and the bulk modulus by c⁵

To check an equation-of-state fit, feed it energies from a curve whose minimum and curvature are known in closed form, and compare the fitted equilibrium volume and bulk modulus with the known ones. A kinetic term plus a local exchange term supplies such a curve. For a volume \(V>0\) and coefficients \(A,B>0\), let

\[
E(V)=A\,V^{-2/3}-B\,V^{-1/3}.
\]

The energy has exactly one minimum over positive volumes. Its position \(V_0\) and the bulk modulus \(K_0\) there are

\[
V_0=\left(\frac{2A}{B}\right)^3,\qquad
K_0=V_0E''(V_0)=\frac{2A}{9}\left(\frac{B}{2A}\right)^5 .
\]

If exchange is multiplied by \(c>0\), so that \(B\) becomes \(cB\) while \(A\) stays fixed, then \(V_0\) becomes \(V_0/c^3\) and \(K_0\) becomes \(c^5K_0\).

The two terms describe \(N\) electrons spread uniformly over the volume, together with a uniform positive background that neutralises them, so that no classical electrostatic energy remains. The Thomas–Fermi kinetic energy is proportional to \(N^{5/3}V^{-2/3}\) and the Dirac exchange energy to \(-N^{4/3}V^{-1/3}\). The coefficients \(A\) and \(B\) hold the electron number and the functional's prefactors, and neither depends on \(V\).

## Checking a fit and an exchange prefactor

With \(A=1\) and \(B=2\), a fitting routine should return \(V_0=1\) and \(K_0=2/9\). With \(B=4\), which is \(c=2\), it should return \(V_0=1/8\) and \(K_0=64/9\). Since \(E\) is quadratic in \(V^{-1/3}\), a polynomial fit in that variable of degree two or more should recover these values up to rounding, provided that there are more distinct volumes than the degree. A fitting form that cannot represent this curve generally adds an error of its own, so a deviation from these values does not by itself show a fault in the code.

The scaling law also tests code that evaluates this model with an adjustable exchange prefactor. In this uniform-density model, without correlation or gradient terms, one per cent more exchange lowers the equilibrium volume by about three per cent and raises the bulk modulus by about five.

## From a completed square to the scaling law

Put \(x=V^{-1/3}\), which is positive and determines \(V=x^{-3}\). Then \(V^{-2/3}=x^2\), and

\[
E=Ax^2-Bx=A\left(x-\frac{B}{2A}\right)^2-\frac{B^2}{4A}.
\]

Because \(A>0\), the energy is lowest exactly when the square vanishes, at \(x=B/(2A)\). This value is positive because \(B>0\), so it belongs to the allowed volume \(V_0=(2A/B)^3\).

The pressure is

\[
P=-\frac{dE}{dV}=\frac{2A}{3}V^{-5/3}-\frac{B}{3}V^{-4/3}.
\]

Differentiating once more gives

\[
\frac{dP}{dV}=-\frac{10A}{9}V^{-8/3}+\frac{4B}{9}V^{-7/3},
\]

and therefore the bulk modulus at any volume is

\[
K=-V\frac{dP}{dV}=\frac{10A}{9}V^{-5/3}-\frac{4B}{9}V^{-4/3}.
\]

Since \(P=-E'\), this is also \(VE''\).

At equilibrium write \(y=B/(2A)\), so that \(x=y\) and \(B=2Ay\). Then

\[
K_0=\frac{10A}{9}y^5-\frac{4(2Ay)}{9}y^4=\frac{2A}{9}y^5 .
\]

For the scaling law, replace \(B\) by \(cB\) and \(V\) by \(V/c^3\). The inverse cube root becomes

\[
\left(\frac{V}{c^3}\right)^{-1/3}=c\,V^{-1/3}=cx .
\]

In the pressure, the kinetic term \(\tfrac{2A}{3}x^5\) gains the factor \(c^5\). The exchange term \(\tfrac{B}{3}x^4\) gains \(c\) from the coefficient and \(c^4\) from the power. Both terms therefore gain \(c^5\), and the same count applies to \(K\). The law holds at every positive volume, and at equilibrium it gives the statement about \(K_0\).

In the limit \(B\to0\) at fixed \(A\), \(V_0\) grows without bound and \(K_0\) tends to zero. At \(B=0\) only the kinetic term \(AV^{-2/3}\) remains. It decreases at every volume, so there is no equilibrium, and \(B\ge0\) would be too weak a hypothesis.

## The Lean file

```lean
import Mathlib

namespace KineticExchangeEquilibrium

noncomputable section

/-- Kinetic plus local exchange energy at volume `V > 0`, with kinetic coefficient `A` and
exchange coefficient `B`. -/
def energy (A B V : ℝ) : ℝ := A * V ^ (-(2 / 3) : ℝ) - B * V ^ (-(1 / 3) : ℝ)

/-- The pressure at volume `V > 0`: minus the derivative of the energy with respect to volume. -/
def pressure (A B V : ℝ) : ℝ := -deriv (energy A B) V

/-- The bulk modulus at volume `V > 0`: minus the volume times the derivative of the pressure. -/
def bulkModulus (A B V : ℝ) : ℝ := -V * deriv (pressure A B) V

/-- `V` is an equilibrium volume: it is positive and no positive volume has lower energy. -/
def IsEquilibrium (A B V : ℝ) : Prop :=
  0 < V ∧ ∀ W, 0 < W → energy A B V ≤ energy A B W

/-- At positive volume, the power `-k/3` of the volume is the `k`-th power of the inverse
cube root. -/
theorem rpow_thirds {V r : ℝ} (hV : 0 < V) (k : ℕ) (hr : r = -((k : ℝ) / 3)) :
    V ^ r = (V ^ (-(1 / 3) : ℝ)) ^ k := by
  rw [← Real.rpow_natCast, ← Real.rpow_mul hV.le, hr]
  congr 1
  ring

/-- The inverse cube root of the cube of a positive length is the inverse length. -/
theorem rpow_cube {x : ℝ} (hx : 0 < x) : (x ^ 3) ^ (-(1 / 3) : ℝ) = x⁻¹ := by
  rw [← Real.rpow_natCast, ← Real.rpow_mul hx.le, ← Real.rpow_neg_one]
  congr 1
  norm_num

/-- For nonzero kinetic coefficient and positive volume, the energy is a completed square in the
inverse cube root of the volume. -/
theorem energy_eq_square {A V : ℝ} (B : ℝ) (hA : A ≠ 0) (hV : 0 < V) :
    energy A B V = A * (V ^ (-(1 / 3) : ℝ) - B / (2 * A)) ^ 2 - B ^ 2 / (4 * A) := by
  unfold energy
  rw [rpow_thirds (r := -(2 / 3)) hV 2 (by norm_num)]
  generalize V ^ (-(1 / 3) : ℝ) = x
  field_simp
  ring

/-- The equation of state: the pressure at positive volume, in closed form, for any real
coefficients. -/
theorem pressure_eq (A B : ℝ) {V : ℝ} (hV : 0 < V) :
    pressure A B V = 2 * A / 3 * V ^ (-(5 / 3) : ℝ) - B / 3 * V ^ (-(4 / 3) : ℝ) := by
  have h : HasDerivAt (energy A B)
      (A * (-(2 / 3) * V ^ (-(2 / 3) - 1 : ℝ)) - B * (-(1 / 3) * V ^ (-(1 / 3) - 1 : ℝ))) V :=
    ((Real.hasDerivAt_rpow_const (Or.inl hV.ne')).const_mul A).fun_sub
      ((Real.hasDerivAt_rpow_const (Or.inl hV.ne')).const_mul B)
  unfold pressure
  rw [h.deriv, show (-(2 / 3) - 1 : ℝ) = -(5 / 3) by norm_num,
    show (-(1 / 3) - 1 : ℝ) = -(4 / 3) by norm_num]
  ring

/-- The bulk modulus at any positive volume, in closed form. -/
theorem bulkModulus_eq (A B : ℝ) {V : ℝ} (hV : 0 < V) :
    bulkModulus A B V = 10 * A / 9 * V ^ (-(5 / 3) : ℝ) - 4 * B / 9 * V ^ (-(4 / 3) : ℝ) := by
  -- the closed form of the pressure holds on a neighbourhood of `V`
  have he : pressure A B =ᶠ[nhds V]
      fun W => 2 * A / 3 * W ^ (-(5 / 3) : ℝ) - B / 3 * W ^ (-(4 / 3) : ℝ) := by
    filter_upwards [eventually_gt_nhds hV] with W hW using pressure_eq A B hW
  have h : HasDerivAt (fun W : ℝ => 2 * A / 3 * W ^ (-(5 / 3) : ℝ) - B / 3 * W ^ (-(4 / 3) : ℝ))
      (2 * A / 3 * (-(5 / 3) * V ^ (-(5 / 3) - 1 : ℝ))
        - B / 3 * (-(4 / 3) * V ^ (-(4 / 3) - 1 : ℝ))) V :=
    ((Real.hasDerivAt_rpow_const (Or.inl hV.ne')).const_mul _).fun_sub
      ((Real.hasDerivAt_rpow_const (Or.inl hV.ne')).const_mul _)
  unfold bulkModulus
  rw [he.deriv_eq, h.deriv, Real.rpow_sub_one hV.ne', Real.rpow_sub_one hV.ne']
  generalize V ^ (-(5 / 3) : ℝ) = u
  generalize V ^ (-(4 / 3) : ℝ) = w
  have hi : V * V⁻¹ = 1 := mul_inv_cancel₀ hV.ne'
  linear_combination (10 * A / 9 * u - 4 * B / 9 * w) * hi

/-- The bulk modulus is the volume times the second derivative of the energy. -/
theorem bulkModulus_eq_second_deriv (A B V : ℝ) :
    bulkModulus A B V = V * deriv (deriv (energy A B)) V := by
  have h : pressure A B = fun W => -deriv (energy A B) W := rfl
  unfold bulkModulus
  rw [h, deriv.fun_neg]
  ring

/-- For positive kinetic and exchange coefficients, the one and only equilibrium volume is
`(2A/B)^3`. -/
theorem isEquilibrium_iff {A B : ℝ} (hA : 0 < A) (hB : 0 < B) (V : ℝ) :
    IsEquilibrium A B V ↔ V = (2 * A / B) ^ 3 := by
  have hx : 0 < 2 * A / B := by positivity
  have h0 : 0 < (2 * A / B) ^ 3 := by positivity
  -- the square vanishes at the claimed volume
  have hmin : energy A B ((2 * A / B) ^ 3) = -(B ^ 2 / (4 * A)) := by
    rw [energy_eq_square B hA.ne' h0, rpow_cube hx, inv_div]
    ring
  constructor
  · rintro ⟨hV, hle⟩
    have h := hle _ h0
    rw [hmin, energy_eq_square B hA.ne' hV] at h
    have hsq : (V ^ (-(1 / 3) : ℝ) - B / (2 * A)) ^ 2 = 0 := by
      refine le_antisymm ?_ (sq_nonneg _)
      by_contra hc
      have := mul_pos hA (not_le.mp hc)
      linarith
    have hroot : V ^ (-(1 / 3) : ℝ) = B / (2 * A) := sub_eq_zero.mp (pow_eq_zero_iff two_ne_zero |>.mp hsq)
    have h3 : V⁻¹ = (V ^ (-(1 / 3) : ℝ)) ^ 3 := by
      rw [← Real.rpow_neg_one]
      exact rpow_thirds hV 3 (by norm_num)
    rw [hroot] at h3
    rw [← inv_inv V, h3, ← inv_pow, inv_div]
  · rintro rfl
    refine ⟨h0, fun W hW => ?_⟩
    rw [hmin, energy_eq_square B hA.ne' hW]
    have := mul_nonneg hA.le (sq_nonneg (W ^ (-(1 / 3) : ℝ) - B / (2 * A)))
    linarith

/-- For positive coefficients, the bulk modulus at the volume `(2A/B)^3` is
`(2A/9) (B/(2A))^5`. -/
theorem bulkModulus_equilibrium {A B : ℝ} (hA : 0 < A) (hB : 0 < B) :
    bulkModulus A B ((2 * A / B) ^ 3) = 2 * A / 9 * (B / (2 * A)) ^ 5 := by
  have hx : 0 < 2 * A / B := by positivity
  have h0 : 0 < (2 * A / B) ^ 3 := by positivity
  rw [bulkModulus_eq A B h0, rpow_thirds (r := -(5 / 3)) h0 5 (by norm_num),
    rpow_thirds (r := -(4 / 3)) h0 4 (by norm_num), rpow_cube hx, inv_div]
  have hy : B = 2 * A * (B / (2 * A)) := by field_simp
  generalize B / (2 * A) = y at hy ⊢
  linear_combination (-(4 / 9) * y ^ 4) * hy

/-- Scaling of the equation of state: multiplying exchange by `c > 0` and dividing the positive
volume by `c^3` multiplies both the pressure and the bulk modulus by `c^5`. -/
theorem equation_of_state_scaling (A B : ℝ) {c V : ℝ} (hc : 0 < c) (hV : 0 < V) :
    pressure A (c * B) (V / c ^ 3) = c ^ 5 * pressure A B V ∧
      bulkModulus A (c * B) (V / c ^ 3) = c ^ 5 * bulkModulus A B V := by
  have hW : 0 < V / c ^ 3 := by positivity
  have hs : (V / c ^ 3) ^ (-(1 / 3) : ℝ) = c * V ^ (-(1 / 3) : ℝ) := by
    rw [Real.div_rpow hV.le (pow_pos hc 3).le, rpow_cube hc, div_inv_eq_mul, mul_comm]
  rw [pressure_eq A (c * B) hW, pressure_eq A B hV, bulkModulus_eq A (c * B) hW,
    bulkModulus_eq A B hV, rpow_thirds (r := -(5 / 3)) hW 5 (by norm_num),
    rpow_thirds (r := -(4 / 3)) hW 4 (by norm_num),
    rpow_thirds (r := -(5 / 3)) hV 5 (by norm_num),
    rpow_thirds (r := -(4 / 3)) hV 4 (by norm_num), hs]
  constructor <;> ring

/-- Let `V` be the equilibrium volume for positive coefficients `A` and `B`. Multiplying exchange
by `c > 0` moves the unique equilibrium to `V / c^3` and multiplies the equilibrium bulk modulus
by `c^5`. -/
theorem exchange_scaling {A B c V : ℝ} (hA : 0 < A) (hB : 0 < B) (hc : 0 < c)
    (hV : IsEquilibrium A B V) :
    (∀ W, IsEquilibrium A (c * B) W ↔ W = V / c ^ 3) ∧
      bulkModulus A (c * B) (V / c ^ 3) = c ^ 5 * bulkModulus A B V := by
  refine ⟨fun W => ?_, (equation_of_state_scaling A B hc hV.1).2⟩
  have hvol : (2 * A / (c * B)) ^ 3 = V / c ^ 3 := by
    rw [(isEquilibrium_iff hA hB V).mp hV, ← div_pow, div_div, mul_comm B c]
  rw [isEquilibrium_iff hA (mul_pos hc hB) W, hvol]

end

end KineticExchangeEquilibrium
```

```lean
#print axioms KineticExchangeEquilibrium.bulkModulus_eq_second_deriv
-- 'KineticExchangeEquilibrium.bulkModulus_eq_second_deriv' depends on axioms: [propext, Classical.choice, Quot.sound]
#print axioms KineticExchangeEquilibrium.bulkModulus_equilibrium
-- 'KineticExchangeEquilibrium.bulkModulus_equilibrium' depends on axioms: [propext, Classical.choice, Quot.sound]
#print axioms KineticExchangeEquilibrium.exchange_scaling
-- 'KineticExchangeEquilibrium.exchange_scaling' depends on axioms: [propext, Classical.choice, Quot.sound]
```

## Global minimum, true derivatives and fixed coefficients

The definition `energy` is \(E(V)\) with real powers. `pressure` and `bulkModulus` are defined through Lean's derivative `deriv`, so their closed forms are theorems. `IsEquilibrium A B V` says that \(V\) is positive and that no positive volume has lower energy. It is a global condition on the energy and makes no reference to zero pressure.

The theorem `isEquilibrium_iff` states that, for positive \(A\) and \(B\), a volume is an equilibrium if and only if it equals \((2A/B)^3\). This contains both existence and uniqueness. `bulkModulus_equilibrium` gives the bulk modulus at that volume, and `bulkModulus_eq_second_deriv` identifies the bulk modulus with \(VE''\).

`equation_of_state_scaling` needs only \(c>0\) and \(V>0\), and puts no sign condition on \(A\) or \(B\). `exchange_scaling` starts from an equilibrium volume \(V\) for positive \(A\) and \(B\). It concludes that \(V/c^3\) is the only equilibrium volume for exchange \(cB\), and that the bulk modulus there is \(c^5\) times the original one.

The proofs use the same variable \(x\) as the derivation above:

- `rpow_thirds` turns \(V^{-k/3}\) into \(x^k\), and `rpow_cube` evaluates the inverse cube root of a cube. `energy_eq_square` then completes the square, with `field_simp` and `ring` doing the algebra.
- In `isEquilibrium_iff`, one direction compares a given equilibrium with the volume \((2A/B)^3\). The comparison forces \(A\) times the square to be at most zero, so the square vanishes and \(x=B/(2A)\). Cubing and inverting gives \(V\). The other direction uses that the square vanishes at \((2A/B)^3\) and that \(A\) times a square is nonnegative at every other volume.
- `pressure_eq` differentiates the two powers. `bulkModulus_eq` differentiates the resulting formula, which is known only at positive volumes. The proof therefore first shows that it holds on a whole neighbourhood of \(V\), as equality at a single point would not determine the derivative.
- `bulkModulus_equilibrium` substitutes \(B=2Ay\), as in the derivation, and `linear_combination` collects the terms.
- `equation_of_state_scaling` proves \((V/c^3)^{-1/3}=cx\), rewrites both closed forms as polynomials in \(x\), and finishes with `ring`. `exchange_scaling` combines this with the formula for the equilibrium volume.

These are statements about real numbers. They say nothing about rounding, the spacing of sampled volumes or the error of a fitting form in a particular program. The energy expression itself is assumed and is not derived from a many-electron Hamiltonian. It contains no correlation, density gradients or shell structure, and the electron number is fixed.

The factor \(c\) must multiply the whole \(V^{-1/3}\) term. If \(B\) also contains an electrostatic contribution with the same volume dependence, changing exchange alone does not multiply \(B\) by \(c\), and the powers \(c^{-3}\) and \(c^5\) do not apply to that change. In a self-consistent calculation for a real solid the density responds to the functional as well, so these powers are a reference for the model and not a prediction for the material.
